# The hyperbolic cotangent of u > 0 lies above 1 and 1/u and below 1 + 1/u

For every real u > 0, the lemma states that coth u, written as cosh u / sinh u, is greater than 1 and greater than 1/u, but less than 1 + 1/u. In physics, put u = ħω/(2kT) for a single harmonic oscillator of frequency ω > 0 in thermal equilibrium at temperature T > 0, whose mean energy is (ħω/2) coth u. The bounds then say that this energy exceeds both the zero-point energy ħω/2 and the classical value kT, but is less than their sum. The proof uses the mean value theorem to write sinh u / u as cosh c with 0 < c < u, which gives 1 < sinh u / u < cosh u. The three bounds are then to follow from these inequalities, the identity cosh u − sinh u = exp(−u), and the fact that exp(−u) lies between 0 and 1.

Lean 4 with Mathlib refuses this proof:

```lean
import Mathlib

open Real Set

namespace CothBounds

/-- For `u > 0`, the hyperbolic cotangent exceeds both `1` and `1 / u` but stays below their
sum. -/
theorem coth_bounds {u : ℝ} (hu : 0 < u) :
    1 < cosh u / sinh u ∧ 1 / u < cosh u / sinh u ∧ cosh u / sinh u < 1 + 1 / u := by
  have hs : 0 < sinh u := Real.sinh_pos_iff.mpr hu
  -- mean value theorem: `sinh u / u` is `cosh c` for some `c` between `0` and `u`
  obtain ⟨c, hc, h⟩ := exists_hasDerivAt_eq_slope sinh cosh hu
    Real.continuous_sinh.continuousOn (fun x _ => Real.hasDerivAt_sinh x)
  simp only [Real.sinh_zero, sub_zero] at h
  have h1 : 1 < sinh u / u := h ▸ Real.one_lt_cosh.mpr hc.1.ne'
  have h2 : sinh u / u < cosh u := by
    rw [← h, Real.cosh_lt_cosh, abs_of_pos hc.1, abs_of_pos hu]
    exact hc.2
  have h3 := Real.cosh_sub_sinh u
  have h4 : exp (-u) < 1 := Real.exp_lt_one (by linarith)
  refine ⟨?_, ?_, ?_⟩
  · rw [lt_div_iff₀ hs]
    linarith [Real.exp_pos (-u)]
  · rw [div_lt_iff₀ hu] at h2
    rw [div_lt_div_iff₀ hu hs]
    linarith
  · rw [div_lt_iff₀ hs]
    have e : (1 + 1 / u) * sinh u = sinh u + sinh u / u := by ring
    linarith

end CothBounds
```

The error:

```
Main.lean:21:28: error(lean.unknownIdentifier): Unknown constant `Real.exp_lt_one`
```

Cause. The one error is a name that Lean can't find: there is no constant `Real.exp_lt_one` in the Mathlib used here. The line that calls it is meant to prove `h4`, that `exp (-u) < 1`, which is true because `-u` is negative. The mathematics is sound, and only the reference to the library fails.

The repair uses `Real.exp_lt_one_iff`, an equivalence between `exp x < 1` and `x < 0`. Its `.mpr` direction takes a proof of `-u < 0` and returns the inequality wanted for `h4`. That proof is still supplied by `linarith`, from the hypothesis `0 < u`. Nothing else in the file changes.

The repair, with which the file compiles:

```diff
@@ -19,5 +19,5 @@
     exact hc.2
   have h3 := Real.cosh_sub_sinh u
-  have h4 : exp (-u) < 1 := Real.exp_lt_one (by linarith)
+  have h4 : exp (-u) < 1 := Real.exp_lt_one_iff.mpr (by linarith)
   refine ⟨?_, ?_, ?_⟩
   · rw [lt_div_iff₀ hs]
```
